# A level with a nonzero one-pole self-energy has noninteger occupation when only its lower pole is filled

In a one-shot calculation, a self-energy is computed once and inserted into the Dyson equation without being updated. Suppose this is done for a single spin-orbital of energy e, with the chemical potential μ held fixed. The bare level holds either one electron or none. Does the dressed level hold the same number?

```lean
import Mathlib

noncomputable section

namespace OneShotSelfEnergy
```

Take a self-energy with one pole:

Σ(z) = v²/(z − d)

Here d is the energy of a configuration to which the level couples, such as an added electron accompanied by an excitation, and v is the coupling strength. Both are given real numbers, not computed from an interaction. The energy z is complex, with z ≠ d.

```lean
/-- The one-pole self-energy `v² / (z - d)`, defined for `z ≠ d`. -/
def selfEnergy (d v : ℝ) (z : ℂ) : ℂ := (v : ℂ) ^ 2 / (z - d)
```

The Dyson equation then gives the Green function

G(z) = 1/(z − e − Σ(z)).

```lean
/-- The Green function of a level `e` dressed by the one-pole self-energy, defined for `z ≠ d`
away from the zeros of the denominator. -/
def green (e d v : ℝ) (z : ℂ) : ℂ := 1 / (z - e - selfEnergy d v z)
```

Multiplying z − e − Σ(z) = 0 by z − d gives (z − e)(z − d) = v². Its solutions are z₋ = (e + d)/2 − S and z₊ = (e + d)/2 + S, where

S = √(((e − d)/2)² + v²).

In the code, z₋ and z₊ are `lowerPole` and `upperPole`.

```lean
/-- Half the distance between the two dressed energies. -/
def halfSplitting (e d v : ℝ) : ℝ := √(((e - d) / 2) ^ 2 + v ^ 2)

/-- The lower dressed energy. -/
def lowerPole (e d v : ℝ) : ℝ := (e + d) / 2 - halfSplitting e d v

/-- The upper dressed energy. -/
def upperPole (e d v : ℝ) : ℝ := (e + d) / 2 + halfSplitting e d v
```

The quasiparticle weight at a real energy x ≠ d is

w(x) = 1/(1 + v²/(x − d)²).

Write w₋ = w(z₋) and w₊ = w(z₊).

```lean
/-- The quasiparticle weight `1 / (1 + v² / (x - d)²)` at a real energy `x ≠ d`. -/
def weight (d v x : ℝ) : ℝ := 1 / (1 + v ^ 2 / (x - d) ^ 2)
```

The dressed occupation N(μ) is the total weight of the poles at or below μ. This is a zero-temperature filling rule, adopted here as a definition.

```lean
/-- The dressed occupation for `v ≠ 0`: the total weight of the poles at or below the chemical
potential. -/
def occupation (e d v μ : ℝ) : ℝ :=
  (if lowerPole e d v ≤ μ then weight d v (lowerPole e d v) else 0) +
  (if upperPole e d v ≤ μ then weight d v (upperPole e d v) else 0)
```

The bare occupation follows the same rule, with a single pole of weight one at e.

```lean
/-- The occupation of the bare level `e`: one if it is at or below the chemical potential,
zero otherwise. -/
def bareOccupation (e μ : ℝ) : ℝ := if e ≤ μ then 1 else 0
```

## Where the poles lie

The square roots cancel in the sum, so z₋ + z₊ = e + d. The product is

z₋z₊ = ((e + d)/2)² − ((e − d)/2)² − v² = ed − v².

```lean
/-- The sum and the product of the two dressed energies. -/
theorem pole_relations (e d v : ℝ) :
    lowerPole e d v + upperPole e d v = e + d ∧
    lowerPole e d v * upperPole e d v = e * d - v ^ 2 := by
  have h : halfSplitting e d v ^ 2 = ((e - d) / 2) ^ 2 + v ^ 2 := by
    unfold halfSplitting
    exact Real.sq_sqrt (by positivity)
  unfold lowerPole upperPole
  constructor
  · ring
  · linear_combination -h
```

If v ≠ 0, then S > |e − d|/2. Subtracting S from the midpoint (e + d)/2 therefore lands below min(e, d), and adding it lands above max(e, d). Lean bounds (e − d)/2 and (d − e)/2 separately, and linear arithmetic does the rest.

```lean
/-- Level repulsion: one dressed energy lies below both `e` and `d`, the other above both. -/
theorem poles_bracket (e d v : ℝ) (hv : v ≠ 0) :
    lowerPole e d v < min e d ∧ max e d < upperPole e d v := by
  have hv2 : 0 < v ^ 2 := by positivity
  have h1 : (e - d) / 2 < halfSplitting e d v := by
    unfold halfSplitting
    exact Real.lt_sqrt_of_sq_lt (by linarith)
  have h2 : (d - e) / 2 < halfSplitting e d v := by
    unfold halfSplitting
    exact Real.lt_sqrt_of_sq_lt (by nlinarith)
  unfold lowerPole upperPole
  refine ⟨lt_min ?_ ?_, max_lt ?_ ?_⟩ <;> linarith
```

## The weight as a renormalisation factor

The quotient rule gives Σ′(z) = −v²/(z − d)², so w(x) = 1/(1 − Σ′(x)). The theorem takes the complex derivative at a real point and also states that this derivative exists.

```lean
/-- The weight is the quasiparticle renormalisation factor `1 / (1 - Σ'(x))`, where `Σ'` is the
energy derivative of the self-energy. -/
theorem weight_eq_renormalisation (d v x : ℝ) (hx : x ≠ d) :
    DifferentiableAt ℂ (selfEnergy d v) x ∧
    (weight d v x : ℂ) = 1 / (1 - deriv (selfEnergy d v) x) := by
  have hne : (x : ℂ) - d ≠ 0 := sub_ne_zero.2 (by exact_mod_cast hx)
  have h : HasDerivAt (selfEnergy d v) (-((v : ℂ) ^ 2 / ((x : ℂ) - d) ^ 2)) (x : ℂ) := by
    have h0 := (hasDerivAt_const (x : ℂ) ((v : ℂ) ^ 2)).fun_div
      ((hasDerivAt_id' (x : ℂ)).sub_const (d : ℂ)) hne
    exact h0.congr_deriv (by ring)
  refine ⟨h.differentiableAt, ?_⟩
  rw [h.deriv, weight, sub_neg_eq_add]
  push_cast
  rfl
```

## Two poles and no others

Over a common denominator, the sum and product found above give

z − e − Σ(z) = (z² − (e + d)z + ed − v²)/(z − d) = (z − z₋)(z − z₊)/(z − d).

`linear_combination` carries out this substitution.

```lean
/-- The inverse Green function in factored form. -/
theorem dyson_factored (e d v : ℝ) (z : ℂ) (hz : z ≠ d) :
    z - e - selfEnergy d v z =
      (z - lowerPole e d v) * (z - upperPole e d v) / (z - d) := by
  obtain ⟨hs, hp⟩ := pole_relations e d v
  have hs' : (lowerPole e d v : ℂ) + upperPole e d v = e + d := by exact_mod_cast hs
  have hp' : (lowerPole e d v : ℂ) * upperPole e d v = e * d - (v : ℂ) ^ 2 := by
    exact_mod_cast hp
  have h : z - d ≠ 0 := sub_ne_zero.2 hz
  have hc : (v : ℂ) ^ 2 / (z - d) * (z - d) = (v : ℂ) ^ 2 := div_mul_cancel₀ _ h
  rw [eq_div_iff h, selfEnergy]
  linear_combination -hc + z * hs' - hp'
```

For z ≠ d the quotient vanishes exactly when its numerator does. The quasiparticle equation therefore has no further complex solutions.

```lean
/-- For complex `z ≠ d`, the quasiparticle equation `z = e + Σ(z)` holds exactly when `z` equals one
of the two dressed energies. -/
theorem quasiparticle_equation (e d v : ℝ) (z : ℂ) (hz : z ≠ d) :
    z - e - selfEnergy d v z = 0 ↔ z = lowerPole e d v ∨ z = upperPole e d v := by
  rw [dyson_factored e d v z hz]
  simp only [div_eq_zero_iff, mul_eq_zero, sub_eq_zero, hz, or_false]
```

Let v ≠ 0, so that neither root equals d. Let a be one root and b the other. The sum and product give v² = (a − d)(a − e), hence

1 + v²/(a − d)² = 1 + (a − e)/(a − d) = (2a − e − d)/(a − d) = (a − b)/(a − d),

and w(a) = (a − d)/(a − b).

```lean
/-- At a solution `a` of the quasiparticle equation the weight is a ratio of energy
differences. -/
private theorem weight_of_root {e d v a b : ℝ} (hs : a + b = e + d)
    (hp : a * b = e * d - v ^ 2) (ha : a ≠ d) : weight d v a = (a - d) / (a - b) := by
  have h : a - d ≠ 0 := sub_ne_zero.2 ha
  have hv : v ^ 2 = (a - d) * (a - e) := by linear_combination hp - a * hs
  have h1 : v ^ 2 / (a - d) ^ 2 = (a - e) / (a - d) := by
    rw [div_eq_div_iff (pow_ne_zero 2 h) h, hv]
    ring
  have h2 : 1 + (a - e) / (a - d) = (a - b) / (a - d) := by
    rw [eq_div_iff h, add_mul, div_mul_cancel₀ _ h]
    linarith
  rw [weight, h1, h2, one_div_div]
```

Applied to each root in turn, this yields

w₋ = (d − z₋)/(z₊ − z₋), w₊ = (z₊ − d)/(z₊ − z₋).

```lean
/-- The two quasiparticle weights as ratios of energy differences. -/
theorem weight_at_poles (e d v : ℝ) (hv : v ≠ 0) :
    weight d v (lowerPole e d v) =
      (d - lowerPole e d v) / (upperPole e d v - lowerPole e d v) ∧
    weight d v (upperPole e d v) =
      (upperPole e d v - d) / (upperPole e d v - lowerPole e d v) := by
  obtain ⟨hs, hp⟩ := pole_relations e d v
  obtain ⟨h1, h2⟩ := poles_bracket e d v hv
  rw [lt_min_iff] at h1
  rw [max_lt_iff] at h2
  constructor
  · rw [weight_of_root hs hp h1.2.ne, ← neg_div_neg_eq, neg_sub, neg_sub]
  · exact weight_of_root (e := e) (by linarith) (by linarith) h2.2.ne'
```

Since z₋ < d < z₊, both weights are positive. Their numerators add up to z₊ − z₋, so the weights sum to one and each is less than one.

```lean
/-- Both quasiparticle weights lie strictly between zero and one, and they sum to one. -/
theorem weights_sum_rule (e d v : ℝ) (hv : v ≠ 0) :
    weight d v (lowerPole e d v) ∈ Set.Ioo 0 1 ∧
    weight d v (upperPole e d v) ∈ Set.Ioo 0 1 ∧
    weight d v (lowerPole e d v) + weight d v (upperPole e d v) = 1 := by
  obtain ⟨h1, h2⟩ := poles_bracket e d v hv
  rw [lt_min_iff] at h1
  rw [max_lt_iff] at h2
  have hgap : 0 < upperPole e d v - lowerPole e d v := by linarith [h1.2, h2.2]
  obtain ⟨w1, w2⟩ := weight_at_poles e d v hv
  have p1 : 0 < weight d v (lowerPole e d v) := by
    rw [w1]
    exact div_pos (by linarith [h1.2]) hgap
  have p2 : 0 < weight d v (upperPole e d v) := by
    rw [w2]
    exact div_pos (by linarith [h2.2]) hgap
  have hsum : weight d v (lowerPole e d v) + weight d v (upperPole e d v) = 1 := by
    rw [w1, w2, ← add_div, div_eq_one_iff_eq hgap.ne']
    ring
  exact ⟨⟨p1, by linarith⟩, ⟨p2, by linarith⟩, hsum⟩
```

These weights are the residues of G. Indeed

(d − z₋)(z − z₊) + (z₊ − d)(z − z₋) = (z₊ − z₋)(z − d),

and dividing by (z₊ − z₋)(z − z₋)(z − z₊) gives

w₋/(z − z₋) + w₊/(z − z₊) = (z − d)/((z − z₋)(z − z₊)) = G(z).

```lean
/-- The dressed Green function is the sum of two simple poles at the dressed energies, with the
quasiparticle weights as residues. -/
theorem green_two_poles (e d v : ℝ) (hv : v ≠ 0) (z : ℂ) (hz : z ≠ d)
    (hm : z ≠ lowerPole e d v) (hp : z ≠ upperPole e d v) :
    green e d v z = weight d v (lowerPole e d v) / (z - lowerPole e d v) +
      weight d v (upperPole e d v) / (z - upperPole e d v) := by
  obtain ⟨h1, h2⟩ := poles_bracket e d v hv
  rw [lt_min_iff] at h1
  rw [max_lt_iff] at h2
  have hgap : (upperPole e d v : ℂ) - lowerPole e d v ≠ 0 :=
    sub_ne_zero.2 (by exact_mod_cast (h1.2.trans h2.2).ne')
  have ha := sub_ne_zero.2 hm
  have hb := sub_ne_zero.2 hp
  obtain ⟨w1, w2⟩ := weight_at_poles e d v hv
  rw [green, dyson_factored e d v z hz, one_div_div, w1, w2]
  push_cast
  -- put both fractions over a common denominator
  rw [div_div, div_div, div_add_div _ _ (mul_ne_zero hgap ha) (mul_ne_zero hgap hb),
    div_eq_div_iff (mul_ne_zero ha hb)
      (mul_ne_zero (mul_ne_zero hgap ha) (mul_ne_zero hgap hb))]
  ring
```

## Counting the electrons

For z₋ ≤ μ < z₊ only the lower pole is filled, so N(μ) = w₋. This lies strictly between 0 and 1, so it is not an integer and cannot equal the bare value, which is 0 or 1.

The condition v ≠ 0 is needed. With e = 0, d = 1, v = 0 and μ = 1/2, the formulas give z₋ = 0 and z₊ = 1, and μ lies between them. Yet G(z) = 1/z has a pole only at 0, with weight one, and the occupation is 1, as for the bare level.

```lean
/-- With only the lower pole filled, the occupation equals the lower weight, is not an integer,
and differs from the occupation of the bare level. -/
theorem occupation_not_integer (e d v μ : ℝ) (hv : v ≠ 0)
    (h1 : lowerPole e d v ≤ μ) (h2 : μ < upperPole e d v) :
    occupation e d v μ = weight d v (lowerPole e d v) ∧
    (∀ n : ℤ, occupation e d v μ ≠ n) ∧ occupation e d v μ ≠ bareOccupation e μ := by
  have ho : occupation e d v μ = weight d v (lowerPole e d v) := by
    simp [occupation, h1, not_le.2 h2]
  obtain ⟨⟨p0, p1⟩, -, -⟩ := weights_sum_rule e d v hv
  rw [← ho] at p0 p1
  refine ⟨ho, ?_, ?_⟩
  · intro n hn
    rw [hn] at p0 p1
    have q0 : 0 < n := by exact_mod_cast p0
    have q1 : n < 1 := by exact_mod_cast p1
    omega
  · unfold bareOccupation
    split_ifs
    · exact p1.ne
    · exact p0.ne'
```

Outside that window the two counts agree. If μ < z₋, then μ < e as well, and both are 0. If μ ≥ z₊, then μ > e, and both are 1 by the sum rule.

For electronic-structure practice, this one-level, one-pole model shows how a fixed self-energy can change the electron number at fixed μ: for v ≠ 0 it does so exactly when z₋ ≤ μ < z₊.

```lean
/-- The self-energy preserves the particle number exactly when the chemical potential lies below
both dressed energies or not below either of them. -/
theorem particle_number_conserved_iff (e d v μ : ℝ) (hv : v ≠ 0) :
    occupation e d v μ = bareOccupation e μ ↔
      μ < lowerPole e d v ∨ upperPole e d v ≤ μ := by
  obtain ⟨h1, h2⟩ := poles_bracket e d v hv
  rw [lt_min_iff] at h1
  rw [max_lt_iff] at h2
  constructor
  · intro h
    by_contra hc
    rw [not_or, not_lt, not_le] at hc
    exact (occupation_not_integer e d v μ hv hc.1 hc.2).2.2 h
  · rintro (h | h)
    · -- both poles and the bare level are empty
      have a1 : ¬ lowerPole e d v ≤ μ := not_le.2 h
      have a2 : ¬ upperPole e d v ≤ μ := not_le.2 (by linarith [h1.1, h2.1])
      have a3 : ¬ e ≤ μ := not_le.2 (by linarith [h1.1])
      rw [occupation, bareOccupation, if_neg a1, if_neg a2, if_neg a3, add_zero]
    · -- both poles and the bare level are filled
      have a1 : lowerPole e d v ≤ μ := by linarith [h1.1, h2.1]
      have a3 : e ≤ μ := by linarith [h2.1]
      rw [occupation, bareOccupation, if_pos a1, if_pos h, if_pos a3]
      exact (weights_sum_rule e d v hv).2.2

end OneShotSelfEnergy
```

```lean
#print axioms OneShotSelfEnergy.quasiparticle_equation
#print axioms OneShotSelfEnergy.green_two_poles
#print axioms OneShotSelfEnergy.occupation_not_integer
#print axioms OneShotSelfEnergy.particle_number_conserved_iff
```

```
'OneShotSelfEnergy.quasiparticle_equation' depends on axioms: [propext, Classical.choice, Quot.sound]
'OneShotSelfEnergy.green_two_poles' depends on axioms: [propext, Classical.choice, Quot.sound]
'OneShotSelfEnergy.occupation_not_integer' depends on axioms: [propext, Classical.choice, Quot.sound]
'OneShotSelfEnergy.particle_number_conserved_iff' depends on axioms: [propext, Classical.choice, Quot.sound]
```
